# Isotropic interactions of two spins are polynomials in J1·J2

When a spin Hamiltonian is fitted to the computed levels of a magnetic dimer, the isotropic pair term can be written as c₀ + c₁ J1·J2 + c₂ (J1·J2)² + …, and one must decide where to stop. For spins a/2 and b/2, the power min(a,b) suffices. Reducing the dimer's electrons to two spins of fixed length is an input here.

## Two spins and their coupling

`Mat(a)` acts on one spin, `Op(a, b)` on the pair. The integers a and b are twice the spins, and ħ = 1.

In Lean 4 with Mathlib:

```lean
import Mathlib

open Matrix
open scoped Kronecker Polynomial

namespace IsotropicPairInteraction

noncomputable section

local notation "Mat(" a ")" => Matrix (Fin (a + 1)) (Fin (a + 1)) ℂ
local notation "Op(" a ", " b ")" =>
  Matrix (Fin (a + 1) × Fin (b + 1)) (Fin (a + 1) × Fin (b + 1)) ℂ
```

State |k⟩ lies k quanta below the top, so m = a/2 − k. With c_k(a) = √(k(a+1−k)), written `coef a k`,

J₊|k⟩ = c_k(a)|k−1⟩, J₋|k⟩ = c_{k+1}(a)|k+1⟩.

```lean
/-- Ladder amplitude `√(k (a + 1 - k))` of a spin `a/2`, for `k ≤ a + 1`. -/
def coef (a k : ℕ) : ℂ := (Real.sqrt ((k : ℝ) * ((a : ℝ) + 1 - k)) : ℝ)

/-- Raising matrix of a spin `a/2`; the basis state `k` has magnetic number `a/2 - k`. -/
def Jp (a : ℕ) : Mat(a) :=
  Matrix.of fun i j => if (i : ℕ) + 1 = (j : ℕ) then coef a j else 0

/-- Lowering matrix, the transpose of the real raising matrix. -/
def Jm (a : ℕ) : Mat(a) := (Jp a)ᵀ

/-- The x component of a spin `a/2`. -/
def Jx (a : ℕ) : Mat(a) := (1 / 2 : ℂ) • (Jp a + Jm a)

/-- The y component of a spin `a/2`. -/
def Jy (a : ℕ) : Mat(a) := (-Complex.I / 2) • (Jp a - Jm a)

/-- The z component of a spin `a/2`. -/
def Jz (a : ℕ) : Mat(a) := Matrix.diagonal fun i => (a : ℂ) / 2 - ((i : ℕ) : ℂ)
```

The total spin is J1 + J2, and `heisenberg` is C = J1·J2 without an exchange constant. Isotropic means commuting with all three total components; V need not be Hermitian.

```lean
/-- Total component `J ⊗ 1 + 1 ⊗ J` of the spins `a/2` and `b/2`. -/
def total (J : (n : ℕ) → Mat(n)) (a b : ℕ) : Op(a, b) := J a ⊗ₖ 1 + 1 ⊗ₖ J b

/-- The Heisenberg coupling `J1 · J2`. -/
def heisenberg (a b : ℕ) : Op(a, b) := Jx a ⊗ₖ Jx b + Jy a ⊗ₖ Jy b + Jz a ⊗ₖ Jz b

/-- A pair interaction is isotropic if it commutes with all three total components. -/
def IsIsotropic (a b : ℕ) (V : Op(a, b)) : Prop :=
  Commute V (total Jx a b) ∧ Commute V (total Jy a b) ∧ Commute V (total Jz a b)
```

The product state |k,l⟩ is `pair a b k l`. The space `krylov C v n` holds all p(C)v with deg p ≤ n; textbooks usually number it n+1.

```lean
/-- Basis state `k` of a spin `a/2`, and the zero vector for `k > a`. -/
def ket (a k : ℕ) : Fin (a + 1) → ℂ := fun i => if (i : ℕ) = k then 1 else 0

/-- Product of the basis states `k` and `l` of the two spins. -/
def pair (a b k l : ℕ) : Fin (a + 1) × Fin (b + 1) → ℂ := fun q => ket a k q.1 * ket b l q.2

/-- Vectors `p(C) v` with `p` a polynomial of degree at most `n`. -/
def krylov {ι : Type} [Fintype ι] [DecidableEq ι] (C : Matrix ι ι ℂ) (v : ι → ℂ) (n : ℕ) :
    Submodule ℂ (ι → ℂ) where
  carrier := {w | ∃ p : ℂ[X], p.natDegree ≤ n ∧ Polynomial.aeval C p *ᵥ v = w}
  add_mem' := by
    rintro _ _ ⟨p, hp, rfl⟩ ⟨q, hq, rfl⟩
    exact ⟨p + q, (Polynomial.natDegree_add_le p q).trans (max_le hp hq), by
      rw [map_add, Matrix.add_mulVec]⟩
  zero_mem' := ⟨0, by simp, by simp⟩
  smul_mem' := by
    rintro c _ ⟨p, hp, rfl⟩
    exact ⟨c • p, (Polynomial.natDegree_smul_le c p).trans hp, by
      rw [map_smul, Matrix.smul_mulVec]⟩
```

## Polynomials in J1·J2 are isotropic

Inside the multiplet the amplitudes are non-zero; at its ends they vanish.

```lean
/-- The ladder amplitudes with `0 < k ≤ a` do not vanish. -/
theorem coef_ne_zero {a k : ℕ} (h0 : 0 < k) (hk : k ≤ a) : coef a k ≠ 0 := by
  have h1 : (0 : ℝ) < k := by exact_mod_cast h0
  have h2 : (k : ℝ) ≤ a := by exact_mod_cast hk
  exact Complex.ofReal_ne_zero.2 (Real.sqrt_pos.2 (mul_pos h1 (by linarith))).ne'

/-- Action of the raising, lowering and z matrices on the basis states. -/
theorem ladder_action (a k : ℕ) :
    Jp a *ᵥ ket a k = coef a k • ket a (k - 1) ∧
    Jm a *ᵥ ket a k = coef a (k + 1) • ket a (k + 1) ∧
    Jz a *ᵥ ket a k = ((a : ℂ) / 2 - k) • ket a k := by
  have hz : ∀ m, a < m → ket a m = 0 := by
    intro m hm
    ext i
    have hi : (i : ℕ) ≠ m := by have := i.isLt; omega
    simp [ket, hi]
  rcases Nat.lt_or_ge a k with h | h
  · -- beyond the multiplet both sides vanish
    rw [hz k h, hz (k + 1) (by omega)]
    refine ⟨?_, by simp, by simp⟩
    rcases Nat.lt_or_ge a (k - 1) with h' | h'
    · rw [hz _ h']; simp
    · obtain rfl : k = a + 1 := by omega
      simp [coef]
  · have hs : ket a k = Pi.single (⟨k, by omega⟩ : Fin (a + 1)) 1 := by
      ext i
      simp [ket, Pi.single_apply, Fin.ext_iff]
    refine ⟨?_, ?_, ?_⟩ <;> ext i
    · rw [hs, Matrix.mulVec_single_one]
      change (if (i : ℕ) + 1 = k then coef a k else 0)
        = coef a k * (if (i : ℕ) = k - 1 then 1 else 0)
      rcases k with _ | k
      · simp [coef]
      · simp
    · rw [hs, Matrix.mulVec_single_one]
      change (if k + 1 = (i : ℕ) then coef a i else 0)
        = coef a (k + 1) * (if (i : ℕ) = k + 1 then 1 else 0)
      by_cases e : (i : ℕ) = k + 1
      · simp [e]
      · simp [e, Ne.symm e]
    · rw [Jz, Matrix.mulVec_diagonal]
      by_cases e : (i : ℕ) = k <;> simp [ket, e]
```

Hence

[J₊,J₋]|k⟩ = (c_{k+1}² − c_k²)|k⟩ = (a−2k)|k⟩ = 2Jz|k⟩.

With [Jz,J±] = ±J±, this gives [Jx,Jy] = iJz and its cyclic forms; `module` collects the coefficients.

```lean
/-- The spin matrices obey the angular momentum commutation relations. -/
theorem spin_commutation (a : ℕ) :
    Jx a * Jy a - Jy a * Jx a = Complex.I • Jz a ∧
    Jy a * Jz a - Jz a * Jy a = Complex.I • Jx a ∧
    Jz a * Jx a - Jx a * Jz a = Complex.I • Jy a := by
  have sq : ∀ m : ℕ, m ≤ a + 1 → coef a m * coef a m = (m : ℂ) * ((a : ℂ) + 1 - m) := by
    intro m hm
    have h : (m : ℝ) ≤ a + 1 := by exact_mod_cast hm
    rw [coef, ← Complex.ofReal_mul,
      Real.mul_self_sqrt (mul_nonneg (Nat.cast_nonneg m) (by linarith))]
    push_cast
    ring
  have hpm : Jp a * Jm a = Jm a * Jp a + (2 : ℂ) • Jz a := by
    -- compare both sides on each basis state
    have key : ∀ k : ℕ, k ≤ a →
        (Jp a * Jm a) *ᵥ ket a k = (Jm a * Jp a + (2 : ℂ) • Jz a) *ᵥ ket a k := by
      intro k hk
      have e : (coef a k * coef a (k - 1 + 1)) • ket a (k - 1 + 1)
          = (coef a k * coef a k) • ket a k := by
        rcases k with _ | k
        · simp [coef]
        · simp
      simp only [Matrix.add_mulVec, Matrix.smul_mulVec, ← Matrix.mulVec_mulVec,
        (ladder_action a _).1, (ladder_action a _).2.1, (ladder_action a _).2.2,
        Matrix.mulVec_smul, smul_smul, Nat.add_sub_cancel]
      rw [e, sq (k + 1) (by omega), sq k (by omega)]
      push_cast
      module
    ext i j
    have hs : ket a (j : ℕ) = Pi.single j 1 := by
      ext i
      simp [ket, Pi.single_apply, Fin.ext_iff]
    have h := congrFun (key j (by have := j.isLt; omega)) i
    rw [hs, Matrix.mulVec_single_one, Matrix.mulVec_single_one] at h
    exact h
  have hzp : Jz a * Jp a = Jp a * Jz a + Jp a := by
    ext i j
    simp only [Jz, Matrix.diagonal_mul, Matrix.mul_diagonal, Matrix.add_apply, Jp,
      Matrix.of_apply]
    split_ifs with h
    · have h' : ((j : ℕ) : ℂ) = ((i : ℕ) : ℂ) + 1 := by exact_mod_cast h.symm
      linear_combination coef a j * h'
    · simp
  have hzm : Jz a * Jm a = Jm a * Jz a - Jm a := by
    ext i j
    simp only [Jz, Matrix.diagonal_mul, Matrix.mul_diagonal, Matrix.sub_apply, Jm, Jp,
      Matrix.transpose_apply, Matrix.of_apply]
    split_ifs with h
    · have h' : ((i : ℕ) : ℂ) = ((j : ℕ) : ℂ) + 1 := by exact_mod_cast h.symm
      linear_combination -coef a i * h'
    · simp
  have hI : Complex.I * (-Complex.I / 2) = 1 / 2 := by
    linear_combination (-1 / 2 : ℂ) * Complex.I_mul_I
  refine ⟨?_, ?_, ?_⟩
  · simp only [Jx, Jy, smul_mul_assoc, mul_smul_comm, add_mul, mul_add, sub_mul, mul_sub, hpm]
    module
  · simp only [Jx, Jy, smul_mul_assoc, mul_smul_comm, sub_mul, mul_sub, hzp, hzm]
    module
  · simp only [Jx, Jy, smul_smul, hI, smul_mul_assoc, mul_smul_comm, add_mul, mul_add, hzp, hzm]
    module
```

On product states, A⊗B multiplies the separate amplitudes.

```lean
/-- The product states are the standard basis of the two-spin space. -/
theorem pair_eq_single {a b : ℕ} (q : Fin (a + 1) × Fin (b + 1)) :
    pair a b q.1 q.2 = Pi.single q 1 := by
  ext r
  by_cases h1 : (r.1 : ℕ) = q.1 <;> by_cases h2 : (r.2 : ℕ) = q.2 <;>
    simp [pair, ket, Pi.single_apply, Prod.ext_iff, Fin.ext_iff, h1, h2]

/-- If `A` and `B` map basis states to multiples of basis states, then `A ⊗ B` does so on the
product state, with the product of the amplitudes. -/
theorem kronecker_action {a b k l k' l' : ℕ} {α β : ℂ} {A : Mat(a)} {B : Mat(b)}
    (hA : A *ᵥ ket a k = α • ket a k') (hB : B *ᵥ ket b l = β • ket b l') :
    (A ⊗ₖ B) *ᵥ pair a b k l = (α * β) • pair a b k' l' := by
  ext ⟨i, j⟩
  have h1 := congrFun hA i
  have h2 := congrFun hB j
  simp only [Matrix.mulVec, dotProduct, Pi.smul_apply, smul_eq_mul] at h1 h2
  simp only [pair, Matrix.mulVec, dotProduct, Matrix.kroneckerMap_apply,
    Fintype.sum_prod_type, Pi.smul_apply, smul_eq_mul]
  rw [mul_mul_mul_comm α β, ← h1, ← h2, Finset.sum_mul_sum]
  exact Finset.sum_congr rfl fun _ _ => Finset.sum_congr rfl fun _ _ => mul_mul_mul_comm _ _ _ _
```

The two halves of the commutator cancel:

[C,J1x] = i(J1y J2z − J1z J2y) = −[C,J2x].

The other components follow cyclically (`key`), and powers and sums of C inherit the property.

```lean
/-- Every polynomial in `J1 · J2` is isotropic. -/
theorem polynomial_isotropic (a b : ℕ) (p : ℂ[X]) :
    IsIsotropic a b (Polynomial.aeval (heisenberg a b) p) := by
  have key : ∀ A B C : (n : ℕ) → Mat(n),
      (∀ n, A n * B n - B n * A n = Complex.I • C n) →
      (∀ n, C n * A n - A n * C n = Complex.I • B n) →
      heisenberg a b = A a ⊗ₖ A b + B a ⊗ₖ B b + C a ⊗ₖ C b →
      Commute (Polynomial.aeval (heisenberg a b) p) (total A a b) := by
    intro A B C h1 h2 hH
    have h1' : ∀ n, A n * B n = B n * A n + Complex.I • C n := fun n => by
      rw [← h1]; abel
    have h2' : ∀ n, A n * C n = C n * A n + (-Complex.I) • B n := fun n => by
      rw [neg_smul, ← h2]; abel
    have h : Commute (heisenberg a b) (total A a b) := by
      rw [hH]
      simp only [Commute, SemiconjBy, total, mul_add, add_mul, ← Matrix.mul_kronecker_mul,
        one_mul, mul_one, h1', h2', Matrix.add_kronecker, Matrix.kronecker_add,
        Matrix.smul_kronecker, Matrix.kronecker_smul]
      module
    rw [Polynomial.aeval_eq_sum_range]
    exact Commute.sum_left _ _ _ fun i _ => (h.pow_left i).smul_left _
  have c := spin_commutation
  exact ⟨key Jx Jy Jz (fun n => (c n).1) (fun n => (c n).2.2) rfl,
    key Jy Jz Jx (fun n => (c n).2.1) (fun n => (c n).1) (by unfold heisenberg; abel),
    key Jz Jx Jy (fun n => (c n).2.2) (fun n => (c n).2.1) (by unfold heisenberg; abel)⟩
```

## Moving quanta between the spins

Let v = |0,b⟩, first spin up and second down. Since C = J1z J2z + ½(J1₊J2₋ + J1₋J2₊),

C|k,l+1⟩ = (a/2−k)(b/2−l−1)|k,l+1⟩ + ½c_k(a)c_{l+2}(b)|k−1,l+2⟩ + ½c_{k+1}(a)c_{l+1}(b)|k+1,l⟩.

For k+1 ≤ a and k+1+l = b the last amplitude is non-zero. Solving for |k+1,l⟩ (`h2`) raises the degree by at most one, so strong induction gives |k,b−k⟩ = p(C)v with deg p ≤ k.

```lean
/-- Moving `k` quanta between the spins, with `k ≤ a` and `k ≤ b`, starting from first spin up and
second spin down, is achieved by a polynomial of degree at most `k` in `J1 · J2`. -/
theorem transfer_mem_krylov (a b : ℕ) : ∀ k l : ℕ, k ≤ a → k + l = b →
    pair a b k l ∈ krylov (heisenberg a b) (pair a b 0 b) k := by
  have hL : heisenberg a b
      = Jz a ⊗ₖ Jz b + (1 / 2 : ℂ) • (Jp a ⊗ₖ Jm b + Jm a ⊗ₖ Jp b) := by
    ext ⟨i, j⟩ ⟨k, l⟩
    simp only [heisenberg, Jx, Jy, Matrix.add_apply, Matrix.smul_apply, Matrix.sub_apply,
      Matrix.kroneckerMap_apply, smul_eq_mul]
    linear_combination (1 / 4 : ℂ) * (Jp a i k - Jm a i k) * (Jp b j l - Jm b j l)
      * Complex.I_mul_I
  intro k
  induction k using Nat.strong_induction_on with
  | _ k ih =>
    intro l hk hl
    rcases k with _ | k
    · have hlb : l = b := by omega
      rw [hlb]
      exact ⟨1, by simp, by simp⟩
    · obtain ⟨p, hp, hpv⟩ := ih k (by omega) (l + 1) (by omega) (by omega)
      have hw : pair a b k (l + 1) ∈ krylov (heisenberg a b) (pair a b 0 b) (k + 1) :=
        ⟨p, by omega, hpv⟩
      have hC : heisenberg a b *ᵥ pair a b k (l + 1)
          ∈ krylov (heisenberg a b) (pair a b 0 b) (k + 1) := by
        refine ⟨Polynomial.X * p, Polynomial.natDegree_mul_le.trans ?_, ?_⟩
        · rw [Polynomial.natDegree_X]; omega
        · rw [map_mul, Polynomial.aeval_X, ← Matrix.mulVec_mulVec, hpv]
      have h1 : coef a k • pair a b (k - 1) (l + 2)
          ∈ krylov (heisenberg a b) (pair a b 0 b) (k + 1) := by
        rcases k with _ | m
        · rw [show coef a 0 = 0 by simp [coef], zero_smul]
          exact Submodule.zero_mem _
        · obtain ⟨q, hq, hqv⟩ := ih m (by omega) (l + 2) (by omega) (by omega)
          exact Submodule.smul_mem _ _ ⟨q, by omega, hqv⟩
      have hr : Jp b *ᵥ ket b (l + 1) = coef b (l + 1) • ket b l := (ladder_action b (l + 1)).1
      -- solve the three-term action of `J1 · J2` for the next state
      have h2 : (1 / 2 * (coef a (k + 1) * coef b (l + 1))) • pair a b (k + 1) l
          = heisenberg a b *ᵥ pair a b k (l + 1)
            - (((a : ℂ) / 2 - k) * ((b : ℂ) / 2 - (l + 1 : ℕ))) • pair a b k (l + 1)
            - (1 / 2 * coef b (l + 2)) • (coef a k • pair a b (k - 1) (l + 2)) := by
        rw [hL, Matrix.add_mulVec, Matrix.smul_mulVec, Matrix.add_mulVec,
          kronecker_action (ladder_action a k).2.2 (ladder_action b (l + 1)).2.2,
          kronecker_action (ladder_action a k).1 (ladder_action b (l + 1)).2.1,
          kronecker_action (ladder_action a k).2.1 hr]
        module
      have hc : (1 / 2 * (coef a (k + 1) * coef b (l + 1)) : ℂ) ≠ 0 :=
        mul_ne_zero (by norm_num) (mul_ne_zero (coef_ne_zero (by omega) hk)
          (coef_ne_zero (by omega) (by omega)))
      refine (Submodule.smul_mem_iff _ hc).1 ?_
      rw [h2]
      exact Submodule.sub_mem _ (Submodule.sub_mem _ hC (Submodule.smul_mem _ _ hw))
        (Submodule.smul_mem _ _ h1)
```

## One state fixes the interaction

Suppose Y commutes with total Jx and Jy, hence with total J±, and Yv = 0. Lowering |k,b⟩ changes only the first spin, so Y kills every |k,b⟩ (`s1`). Then

J₊|k,l+1⟩ = c_k(a)|k−1,l+1⟩ + c_{l+1}(b)|k,l⟩.

Y already kills the left-hand state and the first term on the right, so it kills |k,l⟩ (`s2`). Thus Y = 0.

```lean
/-- A matrix that commutes with total `Jx` and `Jy` and annihilates the state with first spin up
and second spin down is zero. -/
theorem eq_zero_of_kills_up_down (a b : ℕ) (Y : Op(a, b))
    (hx : Commute Y (total Jx a b)) (hy : Commute Y (total Jy a b))
    (h0 : Y *ᵥ pair a b 0 b = 0) : Y = 0 := by
  have hI : Complex.I * (-Complex.I / 2) = 1 / 2 := by
    linear_combination (-1 / 2 : ℂ) * Complex.I_mul_I
  -- `Y` commutes with the total ladder matrices, so its kernel is stable under them
  have kill : ∀ (s : ℂ) (J : (n : ℕ) → Mat(n)), (∀ n, J n = Jx n + s • Jy n) →
      ∀ k l, Y *ᵥ pair a b k l = 0 → Y *ᵥ (total J a b *ᵥ pair a b k l) = 0 := by
    intro s J hJ k l hu
    have e : total J a b = total Jx a b + s • total Jy a b := by
      simp only [total, hJ, Matrix.add_kronecker, Matrix.kronecker_add,
        Matrix.smul_kronecker, Matrix.kronecker_smul, smul_add]
      abel
    have h : Commute Y (total J a b) := by
      rw [e]
      exact hx.add_right (hy.smul_right s)
    rw [Matrix.mulVec_mulVec, h.eq, ← Matrix.mulVec_mulVec, hu, Matrix.mulVec_zero]
  have up := kill Complex.I Jp fun n => by
    simp only [Jx, Jy, smul_smul, hI]
    module
  have down := kill (-Complex.I) Jm fun n => by
    simp only [Jx, Jy, smul_smul, neg_mul, hI]
    module
  have one : ∀ n k, (1 : Mat(n)) *ᵥ ket n k = (1 : ℂ) • ket n k := fun n k => by
    rw [Matrix.one_mulVec, one_smul]
  -- lower the first spin while the second stays down
  have s1 : ∀ k, k ≤ a → Y *ᵥ pair a b k b = 0 := by
    intro k
    induction k with
    | zero => exact fun _ => h0
    | succ k ih =>
      intro hk
      have h := down k b (ih (by omega))
      rw [total, Matrix.add_mulVec, kronecker_action (ladder_action a k).2.1 (one b b),
        kronecker_action (one a k) (ladder_action b b).2.1,
        show coef b (b + 1) = 0 by simp [coef], mul_zero, zero_smul, add_zero, mul_one,
        Matrix.mulVec_smul] at h
      exact (smul_eq_zero.1 h).resolve_left (coef_ne_zero (by omega) hk)
  -- then raise the second spin step by step
  have s2 : ∀ d l, l + d = b → ∀ k, k ≤ a → Y *ᵥ pair a b k l = 0 := by
    intro d
    induction d with
    | zero =>
      intro l hl k hk
      have hlb : l = b := by omega
      rw [hlb]
      exact s1 k hk
    | succ d ih =>
      intro l hl k hk
      have hr : Jp b *ᵥ ket b (l + 1) = coef b (l + 1) • ket b l := (ladder_action b (l + 1)).1
      have h := up k (l + 1) (ih (l + 1) (by omega) k hk)
      rw [total, Matrix.add_mulVec, kronecker_action (ladder_action a k).1 (one b (l + 1)),
        kronecker_action (one a k) hr, Matrix.mulVec_add, Matrix.mulVec_smul,
        Matrix.mulVec_smul, ih (l + 1) (by omega) (k - 1) (by omega), smul_zero, zero_add,
        one_mul] at h
      exact (smul_eq_zero.1 h).resolve_left (coef_ne_zero (by omega) (by omega))
  refine Matrix.ext fun i q => ?_
  have hq1 : (q.1 : ℕ) ≤ a := Nat.le_of_lt_succ q.1.isLt
  have hq2 : (q.2 : ℕ) ≤ b := Nat.le_of_lt_succ q.2.isLt
  have h := congrFun (s2 (b - (q.2 : ℕ)) (q.2 : ℕ) (Nat.add_sub_of_le hq2) (q.1 : ℕ) hq1) i
  rw [pair_eq_single, Matrix.mulVec_single_one] at h
  exact h
```

An isotropic V conserves total Jz, so Vv contains only states with k+l = b, where k ≤ min(a,b). Therefore Vv = p(C)v with deg p ≤ min(a,b). The difference V − p(C) is isotropic and kills v, so V = p(C).

The theorem states the equivalence for complex polynomials, then the degree bound; `Polynomial.aeval` inserts the matrix C into p.

```lean
/-- An interaction of spins `a/2` and `b/2` commutes with total `Jx`, `Jy` and `Jz` if and only
if it is a complex polynomial in `J1 · J2`, which can be chosen of degree at most `min a b`. -/
theorem isotropic_iff_polynomial (a b : ℕ) (V : Op(a, b)) :
    (IsIsotropic a b V ↔ ∃ p : ℂ[X], V = Polynomial.aeval (heisenberg a b) p) ∧
    (IsIsotropic a b V →
      ∃ p : ℂ[X], p.natDegree ≤ min a b ∧ V = Polynomial.aeval (heisenberg a b) p) := by
  have main : IsIsotropic a b V →
      ∃ p : ℂ[X], p.natDegree ≤ min a b ∧ V = Polynomial.aeval (heisenberg a b) p := by
    rintro ⟨hx, hy, hz⟩
    have hZ : total Jz a b = Matrix.diagonal fun q : Fin (a + 1) × Fin (b + 1) =>
        ((a : ℂ) / 2 - ((q.1 : ℕ) : ℂ)) + ((b : ℂ) / 2 - ((q.2 : ℕ) : ℂ)) := by
      ext ⟨i, j⟩ ⟨k, l⟩
      by_cases h1 : i = k <;> by_cases h2 : j = l <;>
        simp [total, Jz, Matrix.kroneckerMap_apply, h1, h2]
    have hv : total Jz a b *ᵥ pair a b 0 b = ((a : ℂ) / 2 - (b : ℂ) / 2) • pair a b 0 b := by
      rw [total, Matrix.add_mulVec,
        kronecker_action (ladder_action a 0).2.2 (β := 1) (l' := b) (by simp),
        kronecker_action (α := 1) (k' := 0) (by simp) (ladder_action b b).2.2]
      push_cast
      module
    -- conservation of total Jz restricts the image of the up-down state
    have hw : ∀ q : Fin (a + 1) × Fin (b + 1),
        ((b : ℂ) - ((q.1 : ℕ) : ℂ) - ((q.2 : ℕ) : ℂ)) * (V *ᵥ pair a b 0 b) q = 0 := by
      intro q
      have h : total Jz a b *ᵥ (V *ᵥ pair a b 0 b)
          = ((a : ℂ) / 2 - (b : ℂ) / 2) • (V *ᵥ pair a b 0 b) := by
        rw [Matrix.mulVec_mulVec, ← hz.eq, ← Matrix.mulVec_mulVec, hv, Matrix.mulVec_smul]
      have h' := congrFun h q
      rw [hZ, Matrix.mulVec_diagonal, Pi.smul_apply, smul_eq_mul] at h'
      linear_combination h'
    have hs : V *ᵥ pair a b 0 b
        = ∑ q : Fin (a + 1) × Fin (b + 1), (V *ᵥ pair a b 0 b) q • pair a b q.1 q.2 := by
      ext r
      simp only [pair_eq_single, Finset.sum_apply, Pi.smul_apply, Pi.single_apply, smul_eq_mul,
        mul_ite, mul_one, mul_zero, Finset.sum_ite_eq, Finset.mem_univ, if_true]
    have hmem : V *ᵥ pair a b 0 b ∈ krylov (heisenberg a b) (pair a b 0 b) (min a b) := by
      rw [hs]
      refine Submodule.sum_mem _ fun q _ => ?_
      by_cases hq : (q.1 : ℕ) + (q.2 : ℕ) = b
      · have hqa : (q.1 : ℕ) ≤ a := Nat.le_of_lt_succ q.1.isLt
        obtain ⟨p, hp, hpv⟩ := transfer_mem_krylov a b q.1 q.2 hqa hq
        exact Submodule.smul_mem _ _ ⟨p, hp.trans (le_min hqa (by omega)), hpv⟩
      · have hne : (b : ℂ) - ((q.1 : ℕ) : ℂ) - ((q.2 : ℕ) : ℂ) ≠ 0 := by
          intro h
          apply hq
          have h' : ((q.1 : ℕ) : ℂ) + ((q.2 : ℕ) : ℂ) = (b : ℂ) := by linear_combination -h
          exact_mod_cast h'
        rw [(mul_eq_zero.1 (hw q)).resolve_left hne, zero_smul]
        exact Submodule.zero_mem _
    obtain ⟨p, hp, hpv⟩ := hmem
    have hiso := polynomial_isotropic a b p
    refine ⟨p, hp, sub_eq_zero.1 (eq_zero_of_kills_up_down a b _ (hx.sub_left hiso.1)
      (hy.sub_left hiso.2.1) ?_)⟩
    rw [Matrix.sub_mulVec, hpv, sub_self]
  refine ⟨⟨fun h => ?_, ?_⟩, main⟩
  · obtain ⟨p, _, hp⟩ := main h
    exact ⟨p, hp⟩
  · rintro ⟨p, rfl⟩
    exact polynomial_isotropic a b p
```

For two spins 1, the bound is 2 and the coefficients of p are α, β and γ.

```lean
/-- An interaction of two spins 1 is isotropic if and only if it is a combination of the
identity, `J1 · J2` and `(J1 · J2)²`. -/
theorem spin_one_bilinear_biquadratic (V : Op(2, 2)) :
    IsIsotropic 2 2 V ↔ ∃ α β γ : ℂ,
      V = α • 1 + β • heisenberg 2 2 + γ • heisenberg 2 2 ^ 2 := by
  constructor
  · intro h
    obtain ⟨p, hp, hV⟩ := (isotropic_iff_polynomial 2 2 V).2 h
    refine ⟨p.coeff 0, p.coeff 1, p.coeff 2, ?_⟩
    rw [hV, Polynomial.aeval_eq_sum_range' (lt_of_le_of_lt hp (by norm_num : min 2 2 < 3))]
    simp only [Finset.sum_range_succ, Finset.sum_range_zero, zero_add, pow_zero, pow_one]
  · rintro ⟨α, β, γ, rfl⟩
    refine (isotropic_iff_polynomial 2 2 _).1.2
      ⟨α • 1 + β • Polynomial.X + γ • Polynomial.X ^ 2, ?_⟩
    simp only [map_add, map_smul, map_one, map_pow, Polynomial.aeval_X]

end

end IsotropicPairInteraction
```
```lean
#print axioms IsotropicPairInteraction.isotropic_iff_polynomial
-- 'IsotropicPairInteraction.isotropic_iff_polynomial' depends on axioms: [propext, Classical.choice, Quot.sound]
#print axioms IsotropicPairInteraction.spin_one_bilinear_biquadratic
-- 'IsotropicPairInteraction.spin_one_bilinear_biquadratic' depends on axioms: [propext, Classical.choice, Quot.sound]
```

## Swapping two spins 1

The swap P is isotropic, and Pv = |2,0⟩ for v = |0,2⟩. All non-zero ladder amplitudes equal √2, so

Cv = −v + |1,1⟩,
C|1,1⟩ = v + |2,0⟩,
C²v = 2v − |1,1⟩ + |2,0⟩.

Hence |2,0⟩ = (C² + C − 1)v, and P = (J1·J2)² + J1·J2 − 1. For total spin 0, 1 and 2, J1·J2 is −2, −1 and 1, giving P = 1, −1 and 1, as the exchange symmetry requires.
